# Repeated small steps of I − tH with normalisation converge to the lowest mode if the start contains it

Let $H$ be a symmetric Hessian on a finite-dimensional space, with lowest eigenvalue $\mu$, and let $t>0$ satisfy $t|\nu|<1$ for every eigenvalue $\nu$. If the starting vector $n$ has a nonzero projection $p$ on the $\mu$-eigenspace, then applying $I-tH$ and normalising, again and again, gives vectors that converge to $p/\lVert p\rVert$. The eigenspace may be degenerate; the start then selects the direction within it.

A saddle search that climbs along the mode of lowest curvature uses an estimate of this direction. The theorem concerns one simple inner loop for finding it, with the Hessian held fixed and applied exactly. Carrying it over to a real search requires control of the errors in $Hn$, which is often estimated from finite differences of forces.

## The update rule

Displacements of the atoms are vectors in a real inner product space `E`. The choice of inner product, Cartesian or mass-weighted, determines which modes are meant.

```lean
import Mathlib

open Filter Topology
open scoped InnerProductSpace

namespace MinimumModeSearch

noncomputable section

variable {E : Type*} [NormedAddCommGroup E] [InnerProductSpace ℝ E]
```

The gradient of $\tfrac12\langle n,Hn\rangle$ is $Hn$, so $n\mapsto n-tHn$ is a steepest-descent step on the curvature energy. The step length $t$ has the units of an inverse curvature.

```lean
/-- The linear map `I - tH` for a Hessian `H` and a step length `t`. -/
def relax (H : E →ₗ[ℝ] E) (t : ℝ) : Module.End ℝ E := LinearMap.id - t • H
```

Normalisation sends $x$ to $x/\lVert x\rVert$. Lean's convention $0^{-1}=0$ makes `direction 0` defined, and its value is the zero vector.

```lean
/-- The unit vector along `x`, for `x ≠ 0`. -/
def direction (x : E) : E := ‖x‖⁻¹ • x
```

One search step is the composition of the two, and `(step H t)^[k] n` is the vector after $k$ steps.

```lean
/-- One step of the search: apply `I - tH` to `n` and normalise, for `(I - tH) n ≠ 0`. -/
def step (H : E →ₗ[ℝ] E) (t : ℝ) (n : E) : E := direction (relax H t n)
```

The lowest eigenvalue is an eigenvalue with none below it. It may have either sign. If the energy is unchanged when all atoms move together, however, these translations have eigenvalue zero, and $\mu>0$ is possible only after they are removed from the space.

```lean
/-- `μ` is an eigenvalue of `H`, and no eigenvalue lies below it. -/
def IsLowestEigenvalue (H : E →ₗ[ℝ] E) (μ : ℝ) : Prop :=
  Module.End.HasEigenvalue H μ ∧ ∀ ν, Module.End.HasEigenvalue H ν → μ ≤ ν
```

## What one step does to each mode

Written out, the linear part is $(I-tH)x=x-tHx$.

```lean
theorem relax_apply (H : E →ₗ[ℝ] E) (t : ℝ) (x : E) : relax H t x = x - t • H x := rfl
```

If $Hv=\nu v$, symmetry gives
$$\langle v,(I-tH)x\rangle=\langle v,x\rangle-t\langle Hv,x\rangle=(1-t\nu)\langle v,x\rangle .$$

```lean
/-- For symmetric `H`, the map `I - tH` multiplies the component along an eigenvector
of eigenvalue `ν` by `1 - tν`. -/
theorem inner_relax {H : E →ₗ[ℝ] E} (hH : H.IsSymmetric) (t : ℝ) {ν : ℝ} {v : E}
    (hv : H v = ν • v) (x : E) : ⟪v, relax H t x⟫_ℝ = (1 - t * ν) * ⟪v, x⟫_ℝ := by
  rw [relax_apply, inner_sub_right, real_inner_smul_right, ← hH v x, hv,
    real_inner_smul_left]
  ring
```

For $Hu=\mu u$ and $Hv=\nu v$, symmetry also gives $(\mu-\nu)\langle u,v\rangle=0$, so different eigenvalues have orthogonal eigenvectors.

```lean
/-- Eigenvectors of a symmetric `H` with different eigenvalues are orthogonal. -/
theorem inner_eq_zero_of_ne {H : E →ₗ[ℝ] E} (hH : H.IsSymmetric) {μ ν : ℝ} {u v : E}
    (hu : H u = μ • u) (hv : H v = ν • v) (hne : μ ≠ ν) : ⟪u, v⟫_ℝ = 0 := by
  have h := hH u v
  rw [hu, hv, real_inner_smul_left, real_inner_smul_right] at h
  have h' : (μ - ν) * ⟪u, v⟫_ℝ = 0 := by linarith
  exact (mul_eq_zero.1 h').resolve_left (sub_ne_zero.2 hne)
```

A positive factor does not change a direction: $cx/\lVert cx\rVert=x/\lVert x\rVert$ for $c>0$.

```lean
theorem direction_smul {c : ℝ} (hc : 0 < c) (x : E) : direction (c • x) = direction x := by
  unfold direction
  rw [norm_smul, Real.norm_of_nonneg hc.le, smul_smul, mul_inv, mul_right_comm,
    inv_mul_cancel₀ hc.ne', one_mul]
```

Intermediate normalisations therefore leave the final direction unchanged. In the induction, put $y=(I-tH)^{k+1}n$. If $y\neq0$, linearity pulls the factor $1/\lVert y\rVert$ through the next step, and the last normalisation removes it. If $y=0$, both sides are zero.

```lean
/-- For one or more steps, normalising after every step gives the same vector as normalising once at
the end. -/
theorem step_iterate (H : E →ₗ[ℝ] E) (t : ℝ) (n : E) (k : ℕ) :
    (step H t)^[k + 1] n = direction ((relax H t ^ (k + 1)) n) := by
  induction k with
  | zero => simp [step]
  | succ k ih =>
    rw [Function.iterate_succ_apply', ih, pow_succ' (relax H t) (k + 1),
      Module.End.mul_apply]
    generalize (relax H t ^ (k + 1)) n = y
    by_cases hy : y = 0
    · simp [hy, step, direction]
    · have hpos : 0 < ‖y‖⁻¹ := inv_pos.2 (norm_pos_iff.2 hy)
      change direction (relax H t (‖y‖⁻¹ • y)) = _
      rw [map_smul, direction_smul hpos]
```

A component that starts at zero stays at zero, since each step only multiplies it. In exact arithmetic, a start whose symmetry excludes the lowest mode will thus never find it, which is why $p\neq0$ is required.

```lean
/-- For symmetric `H`, a start orthogonal to an eigenvector `v` stays orthogonal to it
at every step. -/
theorem orthogonal_start_stays {H : E →ₗ[ℝ] E} (hH : H.IsSymmetric) (t : ℝ) {μ : ℝ}
    {v n : E} (hv : H v = μ • v) (hn : ⟪v, n⟫_ℝ = 0) (k : ℕ) :
    ⟪v, (step H t)^[k] n⟫_ℝ = 0 := by
  induction k with
  | zero => exact hn
  | succ k ih =>
    rw [Function.iterate_succ_apply', step, direction, real_inner_smul_right,
      inner_relax hH t hv, ih, mul_zero, mul_zero]
```

## The limiting step length

Let $Hu=\mu u$ and $Hv=\nu v$, where $\mu$ need not be the lowest eigenvalue, and suppose $t\mu<1$ and $t(\mu+\nu)=2$. Then $\mu\neq\nu$, so $u\perp v$, and $1-t\nu=-(1-t\mu)$. Hence
$$(I-tH)(u\pm v)=(1-t\mu)(u\mp v).$$
If $u+v$ has unit length, so has $u-v$, and the search exchanges the two. With $\mu=-1$, $\nu=3$ and $t=1$, the factors are $2$ and $-2$: when $u$ and $v$ are both nonzero, the iteration oscillates forever. In the proof, `key` is the displayed identity, used for $v$ and for $-v$.

```lean
/-- Let `H` be symmetric with `H u = μ u`, `H v = ν v`, `tμ < 1` and `u + v` of unit length.
If `t (μ + ν) = 2`, the search step exchanges `u + v` and `u - v`. -/
theorem two_cycle {H : E →ₗ[ℝ] E} (hH : H.IsSymmetric) {t μ ν : ℝ} {u v : E}
    (hu : H u = μ • u) (hv : H v = ν • v) (hμ : t * μ < 1) (hst : t * (μ + ν) = 2)
    (hn : ‖u + v‖ = 1) : step H t (u + v) = u - v ∧ step H t (u - v) = u + v := by
  have hne : μ ≠ ν := by
    rintro rfl
    linarith
  have huv := inner_eq_zero_of_ne hH hu hv hne
  have hn' : ‖u - v‖ = 1 := by
    have h := norm_add_sq_real u v
    rw [hn, huv] at h
    rw [← sq_eq_sq₀ (norm_nonneg _) zero_le_one, norm_sub_sq_real, huv]
    linarith
  -- the two components are scaled by opposite factors
  have key : ∀ w, H w = ν • w → relax H t (u + w) = (1 - t * μ) • (u - w) := by
    intro w hw
    have e : u + w - t • (μ • u + ν • w)
        = (1 - t * μ) • (u - w) + (2 - t * (μ + ν)) • w := by module
    rw [relax_apply, map_add, hu, hw, e, hst, sub_self, zero_smul, add_zero]
  have h2 := key (-v) (by rw [map_neg, hv, smul_neg])
  rw [← sub_eq_add_neg, sub_neg_eq_add] at h2
  have ha : 0 < 1 - t * μ := by linarith
  constructor
  · rw [step, key v hv, direction_smul ha, direction, hn', inv_one, one_smul]
  · rw [step, h2, direction_smul ha, direction, hn, inv_one, one_smul]
```

## Convergence to the projection

From here on the space has finite dimension. The vector $p$ is `lowPart H μ n`, the orthogonal projection of $n$ on the whole $\mu$-eigenspace.

```lean
variable [FiniteDimensional ℝ E]

/-- The orthogonal projection of `n` on the eigenspace of `H` with eigenvalue `μ`. -/
def lowPart (H : E →ₗ[ℝ] E) (μ : ℝ) (n : E) : E :=
  (Module.End.eigenspace H μ).starProjection n
```

Since $p$ lies in that eigenspace, $Hp=\mu p$.

```lean
theorem apply_lowPart (H : E →ₗ[ℝ] E) (μ : ℝ) (n : E) :
    H (lowPart H μ n) = μ • lowPart H μ n :=
  Module.End.mem_eigenspace_iff.1 (Submodule.starProjection_apply_mem _ n)
```

Take an orthonormal eigenbasis $b_i$ with $Hb_i=\nu_i b_i$. Repeated use of the one-step factor gives
$$\left\langle b_i,\frac{(I-tH)^k n}{(1-t\mu)^k}\right\rangle=\left(\frac{1-t\nu_i}{1-t\mu}\right)^{k}\langle b_i,n\rangle .$$
If $\nu_i=\mu$, this is constant and equals $\langle b_i,p\rangle$, because $n-p$ is orthogonal to the eigenspace. Otherwise the ratio has modulus below one by hypothesis, and the component tends to $0=\langle b_i,p\rangle$. Summing over the finite basis gives the limit $p$.

```lean
/-- Let `H` be symmetric and `tμ < 1`. If `|1 - tν| < 1 - tμ` for every eigenvalue `ν ≠ μ`,
then `(I - tH)^k n / (1 - tμ)^k` converges to the projection of `n` on the `μ`-eigenspace. -/
theorem tendsto_scaled {H : E →ₗ[ℝ] E} (hH : H.IsSymmetric) {t μ : ℝ} (hμ : t * μ < 1)
    (hsep : ∀ ν, Module.End.HasEigenvalue H ν → ν ≠ μ → |1 - t * ν| < 1 - t * μ) (n : E) :
    Tendsto (fun k : ℕ => ((1 - t * μ) ^ k)⁻¹ • (relax H t ^ k) n) atTop
      (𝓝 (lowPart H μ n)) := by
  have ha : 0 < 1 - t * μ := by linarith
  let b := hH.eigenvectorBasis rfl
  -- convergence of each component in an eigenbasis
  have key : ∀ i, Tendsto
      (fun k : ℕ => ⟪b i, ((1 - t * μ) ^ k)⁻¹ • (relax H t ^ k) n⟫_ℝ) atTop
      (𝓝 ⟪b i, lowPart H μ n⟫_ℝ) := by
    intro i
    obtain ⟨ν, hb⟩ : ∃ ν : ℝ, H (b i) = ν • b i :=
      ⟨hH.eigenvalues rfl i, hH.apply_eigenvectorBasis rfl i⟩
    have hpow : ∀ k : ℕ, ⟪b i, (relax H t ^ k) n⟫_ℝ = (1 - t * ν) ^ k * ⟪b i, n⟫_ℝ := by
      intro k
      induction k with
      | zero => simp
      | succ k ih =>
        rw [pow_succ' (relax H t), Module.End.mul_apply, inner_relax hH t hb, ih]
        ring
    have e : ∀ k : ℕ, ⟪b i, ((1 - t * μ) ^ k)⁻¹ • (relax H t ^ k) n⟫_ℝ
        = ((1 - t * ν) / (1 - t * μ)) ^ k * ⟪b i, n⟫_ℝ := by
      intro k
      rw [real_inner_smul_right, hpow, div_pow, div_eq_mul_inv]
      ring
    simp only [e]
    by_cases hν : ν = μ
    · subst hν
      have h0 : ⟪b i, n - lowPart H ν n⟫_ℝ = 0 :=
        (Submodule.mem_orthogonal _ _).1 (Submodule.sub_starProjection_mem_orthogonal n)
          (b i) (Module.End.mem_eigenspace_iff.2 hb)
      rw [inner_sub_right, sub_eq_zero] at h0
      simp only [div_self ha.ne', one_pow, one_mul, h0]
      exact tendsto_const_nhds
    · have hev : Module.End.HasEigenvalue H ν :=
        Module.End.hasEigenvalue_of_hasEigenvector
          ⟨Module.End.mem_eigenspace_iff.2 hb, b.orthonormal.ne_zero i⟩
      have hr : |(1 - t * ν) / (1 - t * μ)| < 1 := by
        rw [abs_div, abs_of_pos ha, div_lt_one ha]
        exact hsep ν hev hν
      rw [inner_eq_zero_of_ne hH hb (apply_lowPart H μ n) hν]
      simpa only [zero_mul] using
        (tendsto_pow_atTop_nhds_zero_of_abs_lt_one hr).mul_const ⟪b i, n⟫_ℝ
  have hsum := tendsto_finsetSum Finset.univ fun i _ => (key i).smul_const (b i)
  simpa only [b.sum_repr'] using hsum
```

For $\nu>\mu$ and $t>0$, the condition $|1-t\nu|<1-t\mu$ reduces to $t(\mu+\nu)<2$. Because $p\neq0$, normalisation is continuous at the limit, and it discards the positive factor $(1-t\mu)^{-k}$. The index is shifted by one because the start itself need not be normalised.

```lean
/-- Let `H` be symmetric with lowest eigenvalue `μ`, and let `t > 0`, `tμ < 1` and
`t (μ + ν) < 2` for every other eigenvalue `ν`. If the projection `p` of the start on the
lowest eigenspace is nonzero, the normalised iterates converge to `p / ‖p‖`. -/
theorem minimum_mode_converges {H : E →ₗ[ℝ] E} (hH : H.IsSymmetric) {t μ : ℝ}
    (hlow : IsLowestEigenvalue H μ) (ht : 0 < t) (hμ : t * μ < 1)
    (hstep : ∀ ν, Module.End.HasEigenvalue H ν → ν ≠ μ → t * (μ + ν) < 2)
    {n : E} (hp : lowPart H μ n ≠ 0) :
    Tendsto (fun k : ℕ => (step H t)^[k] n) atTop (𝓝 (direction (lowPart H μ n))) := by
  have hlim := tendsto_scaled hH hμ (fun ν hν hne => by
    have hlt : μ < ν := lt_of_le_of_ne (hlow.2 ν hν) hne.symm
    have h1 := mul_lt_mul_of_pos_left hlt ht
    have h2 := hstep ν hν hne
    rw [abs_lt]
    constructor <;> linarith) n
  -- normalisation is continuous away from zero
  have hdir := (hlim.norm.inv₀ (norm_ne_zero_iff.2 hp)).smul hlim
  refine (tendsto_add_atTop_iff_nat 1).1
    (((tendsto_add_atTop_iff_nat 1).2 hdir).congr fun k => ?_)
  have hc : 0 < ((1 - t * μ) ^ (k + 1))⁻¹ := inv_pos.2 (pow_pos (by linarith) _)
  rw [step_iterate]
  exact direction_smul hc _
```

The small-step condition says that $t$ is shorter than the inverse of the largest curvature in magnitude, which in a molecule is usually that of a stiff bond stretch. It gives $t\mu<1$ and $t\nu<1$, and adding these yields $t(\mu+\nu)<2$.

```lean
/-- Let `H` be symmetric with lowest eigenvalue `μ`, `t > 0`, and `t |ν| < 1` for every
eigenvalue `ν`. If the start has nonzero projection `p` on the lowest eigenspace, the
normalised iterates converge to `p / ‖p‖`. -/
theorem minimum_mode_converges_of_small_step {H : E →ₗ[ℝ] E} (hH : H.IsSymmetric)
    {t μ : ℝ} (hlow : IsLowestEigenvalue H μ) (ht : 0 < t)
    (hsmall : ∀ ν, Module.End.HasEigenvalue H ν → t * |ν| < 1)
    {n : E} (hp : lowPart H μ n ≠ 0) :
    Tendsto (fun k : ℕ => (step H t)^[k] n) atTop (𝓝 (direction (lowPart H μ n))) := by
  have h : ∀ ν, Module.End.HasEigenvalue H ν → t * ν < 1 := fun ν hν =>
    (mul_le_mul_of_nonneg_left (le_abs_self ν) ht.le).trans_lt (hsmall ν hν)
  refine minimum_mode_converges hH hlow ht (h μ hlow.1) (fun ν hν _ => ?_) hp
  linarith [h μ hlow.1, h ν hν]
```

## The curvature along the search

Let $m=p/\lVert p\rVert$. By continuity of $H$ and of the inner product, the curvature along the iterates tends to
$$\langle m,Hm\rangle=\mu\lVert m\rVert^2=\mu .$$
The search thus delivers the lowest curvature as well as its direction.

```lean
/-- Let `H` be symmetric with lowest eigenvalue `μ`, `t > 0`, and `t |ν| < 1` for every eigenvalue
`ν`. If the start has nonzero projection on the lowest eigenspace, the curvature `⟨x, H x⟩` at the
successive iterates `x` converges to `μ`. -/
theorem curvature_converges {H : E →ₗ[ℝ] E} (hH : H.IsSymmetric)
    {t μ : ℝ} (hlow : IsLowestEigenvalue H μ) (ht : 0 < t)
    (hsmall : ∀ ν, Module.End.HasEigenvalue H ν → t * |ν| < 1)
    {n : E} (hp : lowPart H μ n ≠ 0) :
    Tendsto (fun k : ℕ => ⟪(step H t)^[k] n, H ((step H t)^[k] n)⟫_ℝ) atTop (𝓝 μ) := by
  have hlim := minimum_mode_converges_of_small_step hH hlow ht hsmall hp
  have hHlim := (H.continuous_of_finiteDimensional.tendsto _).comp hlim
  have hunit : ‖direction (lowPart H μ n)‖ = 1 := by
    rw [direction, norm_smul, norm_inv, norm_norm, inv_mul_cancel₀ (norm_ne_zero_iff.2 hp)]
  have heig : H (direction (lowPart H μ n)) = μ • direction (lowPart H μ n) := by
    rw [direction, map_smul, apply_lowPart, smul_comm]
  have hval : ⟪direction (lowPart H μ n), H (direction (lowPart H μ n))⟫_ℝ = μ := by
    rw [heig, real_inner_smul_right, real_inner_self_eq_norm_sq, hunit]
    ring
  have h : Tendsto (fun k : ℕ => ⟪(step H t)^[k] n, H ((step H t)^[k] n)⟫_ℝ) atTop
      (𝓝 ⟪direction (lowPart H μ n), H (direction (lowPart H μ n))⟫_ℝ) :=
    hlim.inner hHlim
  rw [hval] at h
  exact h

end

end MinimumModeSearch
```

```lean
#print axioms MinimumModeSearch.orthogonal_start_stays
#print axioms MinimumModeSearch.two_cycle
#print axioms MinimumModeSearch.minimum_mode_converges_of_small_step
#print axioms MinimumModeSearch.curvature_converges
```

```
'MinimumModeSearch.orthogonal_start_stays' depends on axioms: [propext, Classical.choice, Quot.sound]
'MinimumModeSearch.two_cycle' depends on axioms: [propext, Classical.choice, Quot.sound]
'MinimumModeSearch.minimum_mode_converges_of_small_step' depends on axioms: [propext, Classical.choice, Quot.sound]
'MinimumModeSearch.curvature_converges' depends on axioms: [propext, Classical.choice, Quot.sound]
```
